# Kelvin relations and Thomson heat from Onsager symmetry in a one-dimensional conductor

The letter \(T\) usually does two jobs in thermoelectricity: it is a temperature, and it is also a profile along the sample. In the formal statements the two are kept apart, although comments and formulas such as \(\Pi=TS\) or \(dS/dT\) keep the customary letter for the temperature variable. The profile \(T\), the resistivity \(\rho\) and the thermal conductivity \(\kappa\) are functions of position \(x\), while the Seebeck coefficient \(S\) and the Peltier coefficient \(\Pi\) are functions of temperature \(t\). The Seebeck coefficient at a point of the conductor is therefore \(S(T(x))\). A prime on \(T\) or on a flux means \(d/dx\), and derivatives of \(S\) and \(\Pi\) are taken with respect to temperature.

The model is a one-dimensional conductor in which \(S\) and \(\Pi\) depend on position only through the temperature, as in a material of uniform composition. The current density \(J\) is constant, the transport laws are linear, and there is no magnetic field or magnetic order. Onsager's symmetry of the transport coefficients physically comes from microscopic reversibility, and that derivation is not given here. The symmetry enters as one side of an equivalence or as a hypothesis; in one theorem, symmetry at a single temperature is extended to an interval by means of the first Kelvin relation.

```lean
import Mathlib

open Set

namespace ThermoelectricKelvin

noncomputable section
```

Mathlib supplies the calculus. Opening `Set` allows the short name `Ioo a b` for the open interval \((a,b)\).

## Field, heat flux and released heat

```lean
/-- Electric field in a conductor with resistivity `rho`, Seebeck coefficient `S`,
temperature profile `T` and constant current density `J`. -/
def electricField (J : ℝ) (rho S T : ℝ → ℝ) (x : ℝ) : ℝ :=
  rho x * J + S (T x) * deriv T x
```

The type `ℝ → ℝ` is that of a real function of a real variable, and `deriv T x` is \(T'(x)\). The definition reads
\[
E(x)=\rho(x)J+S(T(x))\,T'(x).
\]
The field \(E\) is the one a voltmeter responds to, so it includes the gradient of the chemical potential.

```lean
/-- Heat flux: Peltier heat carried by the current plus Fourier conduction. -/
def heatFlux (J : ℝ) (P kappa T : ℝ → ℝ) (x : ℝ) : ℝ :=
  P (T x) * J - kappa x * deriv T x
```

Lean's `P` is \(\Pi\). The heat flux is \(Q(x)=\Pi(T(x))J-\kappa(x)T'(x)\): heat carried by the current, plus Fourier conduction.

```lean
/-- Heat released per unit volume: electrical power minus the divergence of the heat flux. -/
def heatRelease (J : ℝ) (rho S P kappa T : ℝ → ℝ) (x : ℝ) : ℝ :=
  J * electricField J rho S T x - deriv (heatFlux J P kappa T) x
```

The heat released per unit volume is defined as \(JE-Q'\), the electrical power minus the divergence of the heat flux. In a steady state this heat must leave through the sides of the conductor.

## The first Kelvin relation as a condition on an interval

```lean
/-- The first Kelvin relation `dP/dT - S = T dS/dT` on the temperature interval `(a, b)`. -/
def FirstKelvin (S P : ℝ → ℝ) (a b : ℝ) : Prop :=
  ∀ t ∈ Ioo a b, deriv P t - S t = t * deriv S t
```

A `Prop` is a statement that may be true or false. This one says that, for every \(t\in(a,b)\),
\[
\frac{d\Pi}{dt}-S=t\,\frac{dS}{dt}.
\]
Lean's `deriv` returns zero where a function has no derivative, so the theorems below assume differentiability wherever this relation is to carry its usual meaning. Naming varies: some authors call \(\tau=d\Pi/dt-S\) the first Kelvin relation, where \(\tau\) is the Thomson coefficient. That identity follows from energy balance alone, whereas the relation used here also says that \(\tau=t\,dS/dt\).

## Coefficients from the linear transport laws

```lean
/-- Seebeck coefficient in terms of the transport coefficients. -/
def seebeck (L11 L12 : ℝ → ℝ) (t : ℝ) : ℝ := L12 t / (t * L11 t)
```

The functions \(L_{11}\), \(L_{12}\), \(L_{21}\) and \(L_{22}\) are the transport coefficients at temperature \(t\). The first definition is \(S=L_{12}/(tL_{11})\).

```lean
/-- Peltier coefficient in terms of the transport coefficients. -/
def peltier (L11 L21 : ℝ → ℝ) (t : ℝ) : ℝ := L21 t / L11 t
```

The second is \(\Pi=L_{21}/L_{11}\). The next theorem shows where both come from.

```lean
/-- Solving the linear transport laws for the field and the heat flux, at temperature `t` and
temperature gradient `g`, gives the Seebeck, Peltier and heat-conduction terms. -/
theorem constitutive_of_linear_response (L11 L12 L21 L22 : ℝ → ℝ) {t g E J Q : ℝ}
    (ht : t ≠ 0) (h0 : L11 t ≠ 0)
    (hJ : J = L11 t * E - L12 t * (g / t)) (hQ : Q = L21 t * E - L22 t * (g / t)) :
    E = 1 / L11 t * J + seebeck L11 L12 t * g ∧
    Q = peltier L11 L21 t * J - (L22 t - L12 t * L21 t / L11 t) / t * g := by
  subst hJ hQ
  unfold seebeck peltier
  constructor
  · field_simp
    ring
  · field_simp
    ring
```

Write \(g\) for the temperature gradient. The hypotheses `hJ` and `hQ` are the linear laws
\[
J=L_{11}E-L_{12}\frac{g}{t},\qquad Q=L_{21}E-L_{22}\frac{g}{t}.
\]
With \(t\) and \(L_{11}\) nonzero, the first law gives
\[
E=\frac{J}{L_{11}}+\frac{L_{12}}{tL_{11}}\,g .
\]
Inserting this in the second gives
\[
Q=\frac{L_{21}}{L_{11}}J-\frac1t\left(L_{22}-\frac{L_{12}L_{21}}{L_{11}}\right)g .
\]
The factors of \(g\) in \(E\) and of \(J\) in \(Q\) are \(S\) and \(\Pi\). The resistivity is \(1/L_{11}\), and the thermal conductivity at zero current is \((L_{22}-L_{12}L_{21}/L_{11})/t\).

Lean goes in the other direction: `subst` replaces \(J\) and \(Q\) by their laws, `field_simp` clears the denominators, and `ring` checks the remaining polynomial identity.

## The local heat balance

```lean
/-- Local heat balance at constant current: Joule heat, conducted heat, and a term
proportional to both the current and the temperature gradient. -/
theorem heat_balance (J : ℝ) (rho S P kappa T : ℝ → ℝ) (x : ℝ)
    (hT : DifferentiableAt ℝ T x) (hP : DifferentiableAt ℝ P (T x))
    (hk : DifferentiableAt ℝ (fun y => kappa y * deriv T y) x) :
    heatRelease J rho S P kappa T x =
      rho x * J ^ 2 + deriv (fun y => kappa y * deriv T y) x
        - (deriv P (T x) - S (T x)) * J * deriv T x := by
  -- chain rule for the Peltier coefficient along the conductor
  have h1 : HasDerivAt (fun y => P (T y)) (deriv P (T x) * deriv T x) x := by
    have h := HasDerivAt.comp x hP.hasDerivAt hT.hasDerivAt
    exact h
  have h2 : HasDerivAt (heatFlux J P kappa T)
      (deriv P (T x) * deriv T x * J - deriv (fun y => kappa y * deriv T y) x) x := by
    have h := (h1.mul_const J).fun_sub hk.hasDerivAt
    exact h
  unfold heatRelease electricField
  rw [h2.deriv]
  ring
```

The three hypotheses ask that \(T\) be differentiable at \(x\), \(\Pi\) at the temperature \(T(x)\), and the product \(\kappa T'\) at \(x\). Neither \(\rho\) nor \(S\) needs a derivative. By the chain rule,
\[
Q'=\frac{d\Pi}{dT}\,T'J-(\kappa T')',
\]
while the electrical power is \(JE=\rho J^2+SJT'\). Subtracting,
\[
JE-Q'=\rho J^2+(\kappa T')'-\left(\frac{d\Pi}{dT}-S\right)JT'.
\]
The terms are Joule heat, conducted heat and a contribution that changes sign when the current is reversed at a fixed temperature profile. No Kelvin relation has been used.

In the proof, `h1` is the chain rule for \(\Pi(T(x))\) and `h2` is the derivative of the whole heat flux. The last lines insert that derivative and rearrange.

## What the first relation says about \(\Pi-tS\)

```lean
/-- The first Kelvin relation holds on a temperature interval exactly when `P - T S` is
constant there. -/
theorem firstKelvin_iff_const {S P : ℝ → ℝ} {a b : ℝ}
    (hS : ∀ t ∈ Ioo a b, DifferentiableAt ℝ S t)
    (hP : ∀ t ∈ Ioo a b, DifferentiableAt ℝ P t) :
    FirstKelvin S P a b ↔ ∃ c, ∀ t ∈ Ioo a b, P t - t * S t = c := by
  have hd : ∀ t ∈ Ioo a b, HasDerivAt (fun u => P u - u * S u)
      (deriv P t - (1 * S t + t * deriv S t)) t := fun t ht =>
    (hP t ht).hasDerivAt.fun_sub ((hasDerivAt_id' t).fun_mul (hS t ht).hasDerivAt)
  constructor
  · intro h
    -- a function with vanishing derivative on an interval is constant
    refine isOpen_Ioo.exists_is_const_of_deriv_eq_zero isPreconnected_Ioo
      (fun t ht => (hd t ht).differentiableAt.differentiableWithinAt) ?_
    intro t ht
    have h1 := h t ht
    rw [(hd t ht).deriv]
    simp only [Pi.zero_apply]
    linarith
  · rintro ⟨c, hc⟩ t ht
    have he : (fun u => P u - u * S u) =ᶠ[nhds t] fun _ => c := by
      filter_upwards [isOpen_Ioo.mem_nhds ht] with u hu using hc u hu
    have h1 := he.deriv_eq
    rw [(hd t ht).deriv, deriv_const] at h1
    linarith
```

The symbol `↔` means "if and only if", and `∃ c` means "there is a constant \(c\)". Let \(D(t)=\Pi(t)-tS(t)\). The product rule gives
\[
\frac{dD}{dt}=\frac{d\Pi}{dt}-S-t\frac{dS}{dt},
\]
so the first Kelvin relation is the statement that \(dD/dt=0\) throughout the interval. A function whose derivative vanishes on an interval is constant there. Conversely, if \(D\) is constant on the open interval, it is constant near each of its points, and its derivative vanishes.

The local fact `hd` is the product-rule computation. The forward half then uses Mathlib's theorem on vanishing derivatives, for which `isPreconnected_Ioo` records that an interval is in one piece. In the backward half, `=ᶠ[nhds t]` means "equal at all points near \(t\)", which is enough to make the derivatives at \(t\) agree.

## The second relation and Onsager symmetry

```lean
/-- The departure from `P = T S` is the difference `L21 - L12` divided by `L11`. -/
theorem peltier_sub_seebeck (L11 L12 L21 : ℝ → ℝ) {t : ℝ} (ht : t ≠ 0) (h0 : L11 t ≠ 0) :
    peltier L11 L21 t - t * seebeck L11 L12 t = (L21 t - L12 t) / L11 t := by
  unfold peltier seebeck
  field_simp
```

The factor \(t\) cancels:
\[
\Pi-tS=\frac{L_{21}}{L_{11}}-t\,\frac{L_{12}}{tL_{11}}=\frac{L_{21}-L_{12}}{L_{11}} .
\]
The departure from \(\Pi=tS\) is thus set by the difference of the two cross coefficients.

```lean
/-- The second Kelvin relation `P = T S` is equivalent to Onsager symmetry `L12 = L21`. -/
theorem secondKelvin_iff_onsager (L11 L12 L21 : ℝ → ℝ) {t : ℝ} (ht : t ≠ 0)
    (h0 : L11 t ≠ 0) :
    peltier L11 L21 t = t * seebeck L11 L12 t ↔ L12 t = L21 t := by
  rw [← sub_eq_zero, peltier_sub_seebeck L11 L12 L21 ht h0, div_eq_zero_iff,
    or_iff_left h0, sub_eq_zero, eq_comm]
```

A fraction with nonzero denominator vanishes exactly when its numerator does. Hence \(\Pi=tS\) at a temperature \(t\) if and only if \(L_{12}=L_{21}\) at that same temperature. The chain of rewrites performs this argument, moving everything to one side first.

In a simulation that computes \(L_{12}\) and \(L_{21}\) separately, comparing \(\Pi\) with \(tS\) therefore tests their symmetry, within this linear, one-dimensional model without a magnetic field.

## How much the first relation leaves open

```lean
/-- In terms of transport coefficients, the first Kelvin relation says that
`(L21 - L12) / L11` does not depend on temperature. -/
theorem firstKelvin_iff_ratio_const {L11 L12 L21 : ℝ → ℝ} {a b : ℝ} (ha : 0 ≤ a)
    (h0 : ∀ t ∈ Ioo a b, L11 t ≠ 0)
    (d11 : ∀ t ∈ Ioo a b, DifferentiableAt ℝ L11 t)
    (d12 : ∀ t ∈ Ioo a b, DifferentiableAt ℝ L12 t)
    (d21 : ∀ t ∈ Ioo a b, DifferentiableAt ℝ L21 t) :
    FirstKelvin (seebeck L11 L12) (peltier L11 L21) a b ↔
      ∃ c, ∀ t ∈ Ioo a b, (L21 t - L12 t) / L11 t = c := by
  have hpos : ∀ t ∈ Ioo a b, t ≠ 0 := fun t ht => (lt_of_le_of_lt ha ht.1).ne'
  have hS : ∀ t ∈ Ioo a b, DifferentiableAt ℝ (seebeck L11 L12) t := by
    intro t ht
    have h := (d12 t ht).div (differentiableAt_id.mul (d11 t ht))
      (mul_ne_zero (hpos t ht) (h0 t ht))
    exact h
  have hP : ∀ t ∈ Ioo a b, DifferentiableAt ℝ (peltier L11 L21) t := by
    intro t ht
    have h := (d21 t ht).div (d11 t ht) (h0 t ht)
    exact h
  rw [firstKelvin_iff_const hS hP]
  refine exists_congr fun c => forall₂_congr fun t ht => ?_
  rw [peltier_sub_seebeck L11 L12 L21 (hpos t ht) (h0 t ht)]
```

The assumption \(0\le a\) makes every temperature in \((a,b)\) positive. If \(L_{11}\) does not vanish and the three coefficients are differentiable, the quotient rule makes \(S\) and \(\Pi\) differentiable. These are `hS` and `hP` in the proof. The two preceding results then combine: the first Kelvin relation holds on the interval exactly when
\[
\frac{L_{21}-L_{12}}{L_{11}}=c
\]
for some constant \(c\). Onsager symmetry is the case \(c=0\).

```lean
/-- If the first Kelvin relation holds on an interval and `L12 = L21` at one temperature `s`
in it, then `L12 = L21` on the whole interval. -/
theorem onsager_of_firstKelvin {L11 L12 L21 : ℝ → ℝ} {a b s : ℝ} (ha : 0 ≤ a)
    (h0 : ∀ t ∈ Ioo a b, L11 t ≠ 0)
    (d11 : ∀ t ∈ Ioo a b, DifferentiableAt ℝ L11 t)
    (d12 : ∀ t ∈ Ioo a b, DifferentiableAt ℝ L12 t)
    (d21 : ∀ t ∈ Ioo a b, DifferentiableAt ℝ L21 t)
    (hK : FirstKelvin (seebeck L11 L12) (peltier L11 L21) a b)
    (hs : s ∈ Ioo a b) (hsym : L12 s = L21 s) :
    ∀ t ∈ Ioo a b, L12 t = L21 t := by
  obtain ⟨c, hc⟩ := (firstKelvin_iff_ratio_const ha h0 d11 d12 d21).1 hK
  -- the constant is fixed to zero at the temperature `s`
  have hc0 : c = 0 := by rw [← hc s hs, hsym, sub_self, zero_div]
  intro t ht
  have h := hc t ht
  rw [hc0, div_eq_zero_iff, or_iff_left (h0 t ht)] at h
  linarith
```

Suppose that the first relation holds and that \(L_{12}(s)=L_{21}(s)\) at one temperature \(s\) in the interval. Evaluating the constant ratio at \(s\) gives \(c=0\). The numerator then vanishes at every other temperature too, so \(L_{12}=L_{21}\) on the whole interval. The proof follows these steps, with `hc0` fixing the constant.

```lean
/-- The coefficients `L11 = 1`, `L12 = T`, `L21 = T + 1` obey the first Kelvin relation on
`(0, b)` although `L12` and `L21` differ at every temperature. -/
theorem firstKelvin_without_onsager (b : ℝ) :
    FirstKelvin (seebeck (fun _ => 1) (fun t => t)) (peltier (fun _ => 1) (fun t => t + 1)) 0 b ∧
    ∀ t : ℝ, t ≠ t + 1 := by
  refine ⟨(firstKelvin_iff_ratio_const le_rfl (fun _ _ => one_ne_zero)
    (fun _ _ => by fun_prop) (fun _ _ => by fun_prop) (fun _ _ => by fun_prop)).2
    ⟨1, fun t _ => by ring⟩, fun t h => by linarith⟩
```

The first relation alone does not imply symmetry. The following coefficients are a mathematical counterexample, not a model of a real conductor without a magnetic field or magnetic order, where Onsager symmetry holds. In dimensionless units take \(L_{11}=1\), \(L_{12}=t\) and \(L_{21}=t+1\). Then \(S=1\) and \(\Pi=t+1\) for \(t>0\), so that
\[
\frac{d\Pi}{dt}-S=1-1=0=t\,\frac{dS}{dt}.
\]
The first relation holds, yet \(\Pi-tS=1\), and \(L_{12}\) and \(L_{21}\) differ at every temperature. In Lean, `fun t => t + 1` denotes the function \(t\mapsto t+1\), and the proof supplies the constant \(c=1\) to the ratio criterion. For \(b\le0\) the interval is empty, and the first half of the statement holds trivially.

## Thomson heat

```lean
/-- With Onsager symmetry, the heat released at constant current is Joule heat plus conducted
heat minus the Thomson term `T (dS/dT) J T'`. -/
theorem thomson_heat_of_onsager (J : ℝ) (rho kappa T : ℝ → ℝ) {L11 L12 L21 : ℝ → ℝ}
    {a b x : ℝ} (ha : 0 ≤ a) (h0 : ∀ t ∈ Ioo a b, L11 t ≠ 0)
    (d11 : ∀ t ∈ Ioo a b, DifferentiableAt ℝ L11 t)
    (d12 : ∀ t ∈ Ioo a b, DifferentiableAt ℝ L12 t)
    (hsym : ∀ t ∈ Ioo a b, L12 t = L21 t)
    (hx : T x ∈ Ioo a b) (hT : DifferentiableAt ℝ T x)
    (hk : DifferentiableAt ℝ (fun y => kappa y * deriv T y) x) :
    heatRelease J rho (seebeck L11 L12) (peltier L11 L21) kappa T x =
      rho x * J ^ 2 + deriv (fun y => kappa y * deriv T y) x
        - T x * deriv (seebeck L11 L12) (T x) * J * deriv T x := by
  -- `L21` inherits differentiability from `L12`
  have d21 : ∀ t ∈ Ioo a b, DifferentiableAt ℝ L21 t := by
    intro t ht
    refine (d12 t ht).congr_of_eventuallyEq ?_
    filter_upwards [isOpen_Ioo.mem_nhds ht] with u hu using (hsym u hu).symm
  have hP : DifferentiableAt ℝ (peltier L11 L21) (T x) := by
    have h := (d21 _ hx).div (d11 _ hx) (h0 _ hx)
    exact h
  have hK := (firstKelvin_iff_ratio_const ha h0 d11 d12 d21).2
    ⟨0, fun t ht => by rw [hsym t ht, sub_self, zero_div]⟩
  rw [heat_balance J rho _ _ kappa T x hT hP hk, hK (T x) hx]

end

end ThermoelectricKelvin
```

Now \(L_{12}=L_{21}\) is assumed on a temperature interval containing \(T(x)\). Equality of the two coefficients at the single temperature \(T(x)\) would not be enough, because the result involves derivatives with respect to temperature. By symmetry \((L_{21}-L_{12})/L_{11}=0\), a constant, so the first Kelvin relation holds. Substituting it in the heat balance gives
\[
JE-Q'=\rho J^2+(\kappa T')'-T\,\frac{dS}{dT}\,JT'.
\]
The last term is the Thomson heat, with Thomson coefficient \(T\,dS/dT\). When this coefficient is positive, a current flowing towards higher temperature absorbs heat.

The proof first shows that \(L_{21}\) inherits its differentiability from \(L_{12}\), since the two functions agree near each temperature in the interval. It then obtains the first Kelvin relation as `hK` and rewrites the heat balance with it. The profiles `rho` and `kappa` remain free in this theorem; to describe one particular material, they would be set to the expressions found from the linear laws.

## A worked instance

Take \(S(t)=\alpha t\) with \(\alpha=10^{-6}\ \mathrm{V/K^2}\), and \(\Pi(t)=\alpha t^2\), so that \(\Pi=tS\). These illustrative numbers describe a point of the conductor:

- \(T=300\ \mathrm{K}\) and \(T'=10^4\ \mathrm{K/m}\), with \(\kappa T'\) uniform
- \(\rho=10^{-5}\ \Omega\,\mathrm{m}\)
- \(J=10^6\ \mathrm{A/m^2}\)

From the definitions, \(E=10+3=13\ \mathrm{V/m}\), so \(JE=1.3\times10^7\ \mathrm{W/m^3}\). The divergence of the heat flux is \(Q'=2\alpha T\,T'J=6\times10^6\ \mathrm{W/m^3}\). The released heat is therefore \(7\times10^6\ \mathrm{W/m^3}\).

The Thomson form gives the same value. The Joule heat is \(\rho J^2=10^7\ \mathrm{W/m^3}\), the conducted heat is zero, and the Thomson term is \(\alpha T\,JT'=3\times10^6\ \mathrm{W/m^3}\), to be subtracted. Reversing the current at the same temperature profile changes the sign of the Thomson term alone, and the released heat rises to \(1.3\times10^7\ \mathrm{W/m^3}\).

```lean
#print axioms ThermoelectricKelvin.secondKelvin_iff_onsager
#print axioms ThermoelectricKelvin.onsager_of_firstKelvin
#print axioms ThermoelectricKelvin.firstKelvin_without_onsager
#print axioms ThermoelectricKelvin.thomson_heat_of_onsager
```

```
'ThermoelectricKelvin.secondKelvin_iff_onsager' depends on axioms: [propext, Classical.choice, Quot.sound]
'ThermoelectricKelvin.onsager_of_firstKelvin' depends on axioms: [propext, Classical.choice, Quot.sound]
'ThermoelectricKelvin.firstKelvin_without_onsager' depends on axioms: [propext, Classical.choice, Quot.sound]
'ThermoelectricKelvin.thomson_heat_of_onsager' depends on axioms: [propext, Classical.choice, Quot.sound]
```
